# Circular magnetic orbits built on a lowest state have areas $2\pi b(n+\tfrac12)$

To turn the period of a magnetic quantum oscillation into an extremal Fermi-surface cross-section, one uses the fact that successive orbits differ in wavevector-space area by a fixed amount proportional to the field. With $b=eB/\hbar$ and orbit areas $2\pi b(n+\tfrac12)$, the fields $B_n$ at which an orbit has a given area $A$ satisfy
$$\frac1{B_n}=\frac{2\pi e}{\hbar A}\left(n+\tfrac12\right),$$
so the period in $1/B$ is $2\pi e/(\hbar A)$. The area rule is derived here for one non-interacting carrier on a circular orbit in a uniform magnetic field, where it is an exact operator statement. Onsager's semiclassical relation concerns closed orbits of general shape on a band's energy surface, which do not enter below.

## The commutator $[K_x,K_y]=ib$

The operators $K_x,K_y$ are the components of the kinetic wavevector perpendicular to the field. For a carrier of charge $q$ they are the components of $(\mathbf p-q\mathbf A)/\hbar$, with $\mathbf A$ the vector potential, and their commutator is $iqB_z/\hbar$. Hence $b=qB_z/\hbar$, which is a constant because the field is uniform, and a positive $b$ fixes the orientation of the axes relative to the field and the charge. The commutator is assumed here, not derived from a vector potential.

In Lean, `V` is any complex vector space and a `Module.End ℂ V` is a linear operator defined on all of it. Products of operators are compositions.

```lean
import Mathlib

open scoped Real

namespace OnsagerAreaQuantization

noncomputable section

variable {V : Type*} [AddCommGroup V] [Module ℂ V]

/-- The condition `[Kx, Ky] = i b` on two operators, which models the components of the kinetic
wavevector perpendicular to a magnetic field. -/
def MagneticCommutator (b : ℝ) (Kx Ky : Module.End ℂ V) : Prop :=
  Kx * Ky - Ky * Kx = (Complex.I * (b : ℂ)) • (1 : Module.End ℂ V)
```

The two ladder operators and the area of a circle of radius $\sqrt{K_x^2+K_y^2}$ are definitions.

```lean
/-- The lowering operator `Kx + i Ky`. -/
def lower (Kx Ky : Module.End ℂ V) : Module.End ℂ V := Kx + Complex.I • Ky

/-- The raising operator `Kx - i Ky`. -/
def raise (Kx Ky : Module.End ℂ V) : Module.End ℂ V := Kx - Complex.I • Ky

/-- The area of a circular orbit in wavevector space, as the operator `π (Kx² + Ky²)`. -/
def orbitArea (Kx Ky : Module.End ℂ V) : Module.End ℂ V :=
  (π : ℂ) • (Kx * Kx + Ky * Ky)
```

Write $L=K_x+iK_y$ and $R=K_x-iK_y$ for `lower` and `raise`. Expanding the products in order gives
$$RL=K_x^2+K_y^2+i[K_x,K_y]=K_x^2+K_y^2-b,$$
$$LR=K_x^2+K_y^2-i[K_x,K_y]=K_x^2+K_y^2+b.$$
The area operator $S=\pi(K_x^2+K_y^2)$ is therefore $S=\pi RL+\pi b$, and $LR=RL+2b$. Expanding $RL$ as if $K_x$ and $K_y$ commuted would lose the term $-b$, and with it the $\tfrac12$ in the final formula.

The next three lemmas state these identities applied to a vector `v`. The first multiplies the commutator by $i$, which turns $ib$ into $-b$. The other two expand the definitions with `simp only`, and `linear_combination (norm := module)` then adds the right multiple of the first.

```lean
variable {b : ℝ} {Kx Ky : Module.End ℂ V}

/-- The commutator `[Kx, Ky] = i b`, multiplied by `i` and applied to a state. -/
theorem commutator_apply (h : MagneticCommutator b Kx Ky) (v : V) :
    Complex.I • Kx (Ky v) - Complex.I • Ky (Kx v) = (-(b : ℂ)) • v := by
  have hv : Kx (Ky v) - Ky (Kx v) = (Complex.I * (b : ℂ)) • v := by
    have h1 := LinearMap.congr_fun h v
    simpa only [LinearMap.sub_apply, Module.End.mul_apply, LinearMap.smul_apply,
      Module.End.one_apply] using h1
  rw [← smul_sub, hv, smul_smul, ← mul_assoc, Complex.I_mul_I, neg_one_mul]

/-- If `[Kx, Ky] = i b`, the orbit area is `π` times raising after lowering, plus the
constant `π b`. -/
theorem orbitArea_apply (h : MagneticCommutator b Kx Ky) (v : V) :
    orbitArea Kx Ky v
      = (π : ℂ) • raise Kx Ky (lower Kx Ky v) + ((π : ℂ) * b) • v := by
  have h1 : raise Kx Ky (lower Kx Ky v) = Kx (Kx v) + Ky (Ky v) - (b : ℂ) • v := by
    simp only [raise, lower, LinearMap.add_apply, LinearMap.sub_apply, LinearMap.smul_apply,
      map_add, map_smul]
    have hI : (Complex.I * Complex.I) • Ky (Ky v) = (-1 : ℂ) • Ky (Ky v) := by
      rw [Complex.I_mul_I]
    linear_combination (norm := module) commutator_apply h v - hI
  rw [h1]
  simp only [orbitArea, LinearMap.add_apply, LinearMap.smul_apply, Module.End.mul_apply]
  module

/-- If `[Kx, Ky] = i b`, the lowering and raising operators have commutator `2 b`. -/
theorem lower_raise (h : MagneticCommutator b Kx Ky) (v : V) :
    lower Kx Ky (raise Kx Ky v) = raise Kx Ky (lower Kx Ky v) + (2 * (b : ℂ)) • v := by
  simp only [raise, lower, LinearMap.add_apply, LinearMap.sub_apply, LinearMap.smul_apply,
    map_add, map_sub, map_smul, smul_add, smul_sub, smul_smul, Complex.I_mul_I]
  linear_combination (norm := module) (-2 : ℂ) • commutator_apply h v
```

Without the commutator the area rule fails already on $V=\mathbb C$: take $K_x=K_y=0$, $b=1$ and $\psi=1$. Then $L\psi=0$, but the area is $0$ instead of $\pi$. The hypothesis also excludes every nonzero finite-dimensional space when $b\neq0$, because a commutator of matrices has trace zero while $ib$ times the identity does not. Matrices in a simulation can thus satisfy it at most on part of their space; ladder matrices truncated to finitely many levels violate it on the highest level kept.

## A nonzero state annihilated by $K_x+iK_y$

Let $\psi\neq0$ satisfy $L\psi=0$. For a free carrier in a uniform field, such a $\psi$ is a state of the lowest Landau level. Its area follows at once from $L\psi=0$:
$$S\psi=\pi RL\psi+\pi b\psi=\pi b\psi .$$
This is the case $n=0$. For the step from $n$ to $n+1$, let $\varphi=R^n\psi$ be nonzero with $S\varphi=\alpha\varphi$ and $\alpha=2\pi b(n+\tfrac12)$. Then
$$SR\varphi=\pi R(LR\varphi)+\pi bR\varphi=R(\pi RL\varphi+\pi b\varphi)+2\pi bR\varphi=(\alpha+2\pi b)R\varphi .$$
It remains to see that $R\varphi\neq0$. If $R\varphi=0$, then $0=LR\varphi=RL\varphi+2b\varphi$, so $S\varphi=-2\pi b\varphi+\pi b\varphi=-\pi b\varphi$. Comparison with $S\varphi=\alpha\varphi$ gives $2\pi b(n+1)\varphi=0$, which is impossible for $b>0$ and $\varphi\neq0$.

The theorem says that for every natural number `n` the vector `(raise Kx Ky ^ n) ψ` is nonzero and is an eigenvector of `orbitArea Kx Ky` with eigenvalue $2\pi b(n+\tfrac12)$. The vectors are not normalised, and none of this needs an inner product.

```lean
/-- **Area quantization for circular orbits.** If `[Kx, Ky] = i b` with `b > 0` and a nonzero `ψ` is
annihilated by `Kx + i Ky`, then for every `n` the state `(Kx - i Ky)^n ψ` is nonzero and has the
sharp orbit area `2 π b (n + 1/2)`. -/
theorem onsager_area_quantization (hb : 0 < b) (h : MagneticCommutator b Kx Ky) {ψ : V}
    (hψ : ψ ≠ 0) (h0 : lower Kx Ky ψ = 0) (n : ℕ) :
    (raise Kx Ky ^ n) ψ ≠ 0 ∧
      orbitArea Kx Ky ((raise Kx Ky ^ n) ψ)
        = (2 * π * b * (n + 1 / 2) : ℂ) • (raise Kx Ky ^ n) ψ := by
  induction n with
  | zero =>
    rw [pow_zero, Module.End.one_apply]
    refine ⟨hψ, ?_⟩
    rw [orbitArea_apply h, h0, map_zero, smul_zero, zero_add]
    congr 1
    push_cast
    ring
  | succ n ih =>
    obtain ⟨hne, harea⟩ := ih
    rw [pow_succ', Module.End.mul_apply]
    generalize (raise Kx Ky ^ n) ψ = φ at hne harea ⊢
    rw [orbitArea_apply h] at harea
    have hc := lower_raise h φ
    constructor
    · -- if the raised state vanished, `φ` would have the negative area `-π b`
      intro hz
      rw [hz, map_zero] at hc
      have h1 : (2 * π * b * (n + 1) : ℂ) • φ = 0 := by
        linear_combination (norm := module) (-1 : ℂ) • harea - (π : ℂ) • hc
      have h2 : (2 * π * b * (n + 1) : ℂ) ≠ 0 := by
        have h3 : (2 * π * b * (n + 1) : ℝ) ≠ 0 := by positivity
        exact_mod_cast h3
      exact (smul_ne_zero h2 hne) h1
    · -- raising adds one area quantum `2 π b`
      have h1 := congrArg (raise Kx Ky) harea
      simp only [map_add, map_smul] at h1
      rw [orbitArea_apply h, hc, map_add, map_smul]
      push_cast
      linear_combination (norm := module) h1
```

The proof is the same induction. The hypothesis `h0` is used only in the `zero` case, and `hψ` supplies the nonzero starting vector. In the `succ` case, `generalize` names the current state `φ`. The first bullet excludes a vanishing raised state, and the second applies `raise` to the eigenvalue equation and inserts `lower_raise`.

If $L\psi=0$ is omitted, $\psi$ may be a state already raised once. Its area is then $3\pi b$, where the formula at $n=0$ gives $\pi b$. If $\psi=0$ is allowed, every $R^n\psi$ vanishes.

## A nonzero field, $b>0$

Positivity enters the theorem above at one place, the inequality $2\pi b(n+1)\neq0$, which `positivity` proves. At $b=0$ the conclusion fails: on $V=\mathbb C$ with $K_x=K_y=0$ and $\psi=1$, the commutator and $L\psi=0$ both hold, but $R\psi=0$. This example shows that $b\neq0$ is needed. The sign of $b$ matters physically, since for symmetric operators the expectation value of $K_x^2+K_y^2$ cannot be negative; if $b$ is negative, $L$ and $R$ exchange roles.

## Symmetric operators in place of a lowest state

Observables are represented by symmetric operators, meaning $\langle K\varphi,w\rangle=\langle\varphi,Kw\rangle$ for all vectors. With this hypothesis on both components, a lowest state need no longer be assumed: any area eigenvector leads down to one.

Lowering shifts the area the other way. If $S\chi=\alpha\chi$, apply $L$ and use $LR=RL+2b$ on the vector $L\chi$:
$$\alpha L\chi=L(\pi RL\chi+\pi b\chi)=SL\chi+2\pi bL\chi .$$
Hence $SL\chi=(\alpha-2\pi b)L\chi$, and $n$ lowerings subtract $2\pi bn$. This part is still pure algebra, and it allows the lowered vector to be zero.

```lean
/-- If `[Kx, Ky] = i b`, lowering a state of sharp orbit area `α` a number `n` of times gives
a vector `χ` with `π (Kx² + Ky²) χ = (α - 2 π b n) χ`. -/
theorem orbitArea_lower_pow (h : MagneticCommutator b Kx Ky) {φ : V} {α : ℂ}
    (hα : orbitArea Kx Ky φ = α • φ) (n : ℕ) :
    orbitArea Kx Ky ((lower Kx Ky ^ n) φ)
      = (α - 2 * π * b * n) • (lower Kx Ky ^ n) φ := by
  induction n with
  | zero => simpa using hα
  | succ n ih =>
    rw [pow_succ', Module.End.mul_apply]
    generalize (lower Kx Ky ^ n) φ = χ at ih ⊢
    rw [orbitArea_apply h] at ih
    have h1 := congrArg (lower Kx Ky) ih
    simp only [map_add, map_smul] at h1
    rw [orbitArea_apply h]
    push_cast
    linear_combination (norm := module) h1 - (π : ℂ) • lower_raise h (lower Kx Ky χ)
```

Symmetry makes $R$ the adjoint of $L$, so $\langle\varphi,RL\varphi\rangle=\|L\varphi\|^2$. For $S\varphi=\alpha\varphi$ with $\varphi\neq0$ this gives
$$\alpha\|\varphi\|^2=\pi\|L\varphi\|^2+\pi b\|\varphi\|^2,$$
and therefore $\operatorname{Re}\alpha\ge\pi b$. In the lemma the operators are called `Px` and `Py`, `hadj` is the adjoint relation, and `h3` is the real part of the displayed equation.

```lean
section Symmetric

variable {W : Type*} [NormedAddCommGroup W] [InnerProductSpace ℂ W]
  {Px Py : Module.End ℂ W}

/-- For symmetric `Px`, `Py` with `[Px, Py] = i b`, every eigenvalue of the orbit area has real part
at least `π b`. -/
theorem area_lower_bound (hx : LinearMap.IsSymmetric Px) (hy : LinearMap.IsSymmetric Py)
    (h : MagneticCommutator b Px Py) {φ : W} (hφ : φ ≠ 0) {α : ℂ}
    (hα : orbitArea Px Py φ = α • φ) : π * b ≤ α.re := by
  have hn : ∀ v : W, inner ℂ v v = ((‖v‖ ^ 2 : ℝ) : ℂ) := fun v =>
    (inner_self_eq_norm_sq_to_K v).trans (Complex.ofReal_pow _ _).symm
  -- raising is the adjoint of lowering
  have hadj : ∀ w : W, inner ℂ φ (raise Px Py w) = inner ℂ (lower Px Py φ) w := by
    intro w
    simp only [raise, lower, LinearMap.add_apply, LinearMap.sub_apply, LinearMap.smul_apply,
      inner_sub_right, inner_add_left, inner_smul_right, inner_smul_left, Complex.conj_I]
    rw [hx φ w, hy φ w]
    ring
  have h1 := congrArg (fun v => inner ℂ φ v) ((orbitArea_apply h φ).symm.trans hα)
  simp only [inner_add_right, inner_smul_right, hadj, hn] at h1
  have h2 : ((π * ‖lower Px Py φ‖ ^ 2 + π * b * ‖φ‖ ^ 2 : ℝ) : ℂ)
      = α * ((‖φ‖ ^ 2 : ℝ) : ℂ) := by
    rw [← h1]
    push_cast
    ring
  have h3 := congrArg Complex.re h2
  rw [Complex.re_mul_ofReal, Complex.ofReal_re] at h3
  have hpos : 0 < ‖φ‖ ^ 2 := pow_pos (norm_pos_iff.mpr hφ) 2
  have h4 : 0 ≤ π * ‖lower Px Py φ‖ ^ 2 := by positivity
  exact le_of_mul_le_mul_right (by linarith) hpos
```

Suppose now that $L^N\varphi\neq0$ for every $N$. The bound would give $\operatorname{Re}\alpha-2\pi bN\ge\pi b$ for every $N$, which is false for large $N$ because $b>0$. So some power of $L$ annihilates $\varphi$. Take the smallest such $N$. It is not $0$, since $\varphi\neq0$, so $N=m+1$, and $\chi=L^m\varphi$ is nonzero with $L\chi=0$. Its area is $\pi b$, and by the lowering rule it is also $\alpha-2\pi bm$. Hence $\alpha=2\pi b(m+\tfrac12)$.

```lean
/-- **No other areas occur.** For symmetric `Px`, `Py` with `[Px, Py] = i b` and `b > 0`, every
eigenvalue of the orbit area is `2 π b (n + 1/2)` for some natural number `n`. -/
theorem area_eigenvalue_quantized (hb : 0 < b) (hx : LinearMap.IsSymmetric Px)
    (hy : LinearMap.IsSymmetric Py) (h : MagneticCommutator b Px Py) {φ : W} (hφ : φ ≠ 0)
    {α : ℂ} (hα : orbitArea Px Py φ = α • φ) :
    ∃ n : ℕ, α = 2 * π * b * (n + 1 / 2) := by
  classical
  -- repeated lowering must end, since the area is bounded below
  have hex : ∃ N : ℕ, (lower Px Py ^ N) φ = 0 := by
    by_contra hcon
    push Not at hcon
    have hpb : 0 < π * b := mul_pos Real.pi_pos hb
    obtain ⟨N, hN⟩ := exists_nat_gt (α.re / (2 * (π * b)))
    rw [div_lt_iff₀ (by linarith)] at hN
    have h1 := area_lower_bound hx hy h (hcon N) (orbitArea_lower_pow h hα N)
    have e : α - 2 * π * b * N = α - ((2 * π * b * N : ℝ) : ℂ) := by simp
    rw [e, Complex.sub_re, Complex.ofReal_re] at h1
    linarith
  obtain ⟨N, hN, hmin⟩ : ∃ N : ℕ, (lower Px Py ^ N) φ = 0 ∧
      ∀ m < N, (lower Px Py ^ m) φ ≠ 0 :=
    ⟨Nat.find hex, Nat.find_spec hex, fun m hm => Nat.find_min hex hm⟩
  cases N with
  | zero => exact absurd (by simpa using hN) hφ
  | succ m =>
    -- the last nonzero state has area `π b`
    rw [pow_succ', Module.End.mul_apply] at hN
    have h1 := orbitArea_lower_pow h hα m
    rw [orbitArea_apply h, hN, map_zero, smul_zero, zero_add] at h1
    have h2 : (α - 2 * π * b * (m + 1 / 2)) • (lower Px Py ^ m) φ = 0 := by
      linear_combination (norm := module) (-1 : ℂ) • h1
    exact ⟨m, sub_eq_zero.mp ((smul_eq_zero.mp h2).resolve_right (hmin m (Nat.lt_succ_self m)))⟩

end Symmetric
```

The proof obtains the contradiction in `hex`, finds the smallest power with `Nat.find`, and compares the two eigenvalues of the last nonzero state in `h2`. The eigenvalue `α` is an arbitrary complex number at the start, so its reality is part of the conclusion.

If both symmetry assumptions are removed, negative areas can appear. On Laurent polynomials, with the monomials taken as orthonormal and $b>0$, let $R$ be multiplication by $X$ and $L=2b\,d/dX$. The commutator holds, yet $X^{-1}$ has area $-\pi b$. Positivity of $b$ is needed here too. On $\mathbb C$ with $b=0$, $K_x=1$ and $K_y=0$, the area is $\pi$, while the formula gives $0$. For $b<0$, exchanging $K_x$ and $K_y$ shows that every eigenvalue has the form $2\pi|b|(n+\tfrac12)$, while the formula gives negative numbers.

The theorem concerns eigenvectors. It does not say that one exists, and it makes no statement about continuous spectrum. Since the operators act on all of `W`, the natural setting is a common invariant domain such as the Schwartz functions, not a complete Hilbert space.

## Polynomials with a lowest state

The hypotheses of the first theorem have a concrete example on complex polynomials. With $D=d/dX$, set $K_x=bD+X/2$ and $K_y=i(X/2-bD)$.

```lean
/-- The operator `b d/dX + X/2` on complex polynomials. -/
def polyKx (b : ℝ) : Module.End ℂ (Polynomial ℂ) :=
  (b : ℂ) • Polynomial.derivative + (1 / 2 : ℂ) • LinearMap.mulLeft ℂ Polynomial.X

/-- The operator `i (X/2 - b d/dX)` on complex polynomials. -/
def polyKy (b : ℝ) : Module.End ℂ (Polynomial ℂ) :=
  Complex.I • ((1 / 2 : ℂ) • LinearMap.mulLeft ℂ Polynomial.X - (b : ℂ) • Polynomial.derivative)
```

Since $DX-XD=1$, the commutator is $i(b/2+b/2)=ib$. The ladder operators become $L=2bD$ and $R=X$, so $L$ annihilates the constant $1$, and for $b>0$ the raised states are the monomials $X^n$.

```lean
/-- The polynomial operators `polyKx b` and `polyKy b` obey `[Kx, Ky] = i b`, and `Kx + i Ky`
annihilates the constant polynomial `1`. -/
theorem onsager_area_quantization_witness (b : ℝ) :
    MagneticCommutator b (polyKx b) (polyKy b) ∧
      lower (polyKx b) (polyKy b) (1 : Polynomial ℂ) = 0 := by
  constructor
  · refine LinearMap.ext fun p => ?_
    have hD : Polynomial.derivative (Polynomial.X * p)
        = p + Polynomial.X * Polynomial.derivative p := by
      simp [Polynomial.derivative_mul]
    simp only [polyKx, polyKy, LinearMap.sub_apply, LinearMap.add_apply, LinearMap.smul_apply,
      Module.End.mul_apply, Module.End.one_apply, LinearMap.mulLeft_apply, mul_add, mul_sub,
      mul_smul_comm, hD]
    module
  · simp only [lower, polyKx, polyKy, LinearMap.sub_apply, LinearMap.add_apply,
      LinearMap.smul_apply, LinearMap.mulLeft_apply, Polynomial.derivative_one, smul_zero,
      sub_zero, zero_add, mul_one, smul_smul]
    rw [← add_smul]
    convert zero_smul ℂ (Polynomial.X : Polynomial ℂ) using 2
    linear_combination (1 / 2 : ℂ) * Complex.I_mul_I

end

end OnsagerAreaQuantization
```

The first half of the proof is the product rule `hD` followed by `module`; the second is the cancellation $\tfrac12+\tfrac12i^2=0$. The example is purely algebraic: no inner product is chosen, so it does not illustrate the symmetric case.

```lean
#print axioms OnsagerAreaQuantization.onsager_area_quantization
-- 'OnsagerAreaQuantization.onsager_area_quantization' depends on axioms: [propext, Classical.choice, Quot.sound]
#print axioms OnsagerAreaQuantization.orbitArea_lower_pow
-- 'OnsagerAreaQuantization.orbitArea_lower_pow' depends on axioms: [propext, Classical.choice, Quot.sound]
#print axioms OnsagerAreaQuantization.area_eigenvalue_quantized
-- 'OnsagerAreaQuantization.area_eigenvalue_quantized' depends on axioms: [propext, Classical.choice, Quot.sound]
```
